# The weight of a coherent phonon cloud with mean phonon number \(S\) at or beyond a cutoff \(N \ge S > 0\) is at most \(e^{N-S}(S/N)^N\)

**Q.** Definitions first. What is the state, and what counts as the cutoff error?

**A.** There is one phonon mode, with number states \(|n\rangle\), \(n = 0, 1, \dots\), and a complex displacement \(g\). The cloud has amplitudes \(c_n = e^{-|g|^2/2} g^n/\sqrt{n!}\), and \(P_S(n) = e^{-S}S^n/n!\) is the weight of \(n\) phonons at coupling strength \(S\), which for this cloud is \(S = |g|^2\). A cutoff \(N\) retains \(n = 0, \dots, N-1\), so the discarded weight is \(\mathrm{tail}(S,N) = \sum_{n \ge 0} P_S(n+N)\). For a real tilt \(t\), set
\[ T(S,N,t) = \frac{e^{S(t-1)}}{t^N}, \qquad B(S,N) = e^{N-S}\left(\frac{S}{N}\right)^N. \]
In Lean these are `cloudAmplitude`, `phononWeight`, `tail`, `tiltedBound` and `cutoffBound`.

```lean
import Mathlib

open Filter Topology Finset

namespace PolaronPhononCutoff

noncomputable section

/-- Amplitude of the `n`-phonon state in a polaron cloud of displacement `g`:
`exp(-|g|²/2) gⁿ / √(n!)`. -/
def cloudAmplitude (g : ℂ) (n : ℕ) : ℂ :=
  (Real.exp (-‖g‖ ^ 2 / 2) : ℂ) * g ^ n / (Real.sqrt (n.factorial : ℝ) : ℂ)

/-- Probability of `n` phonons at coupling strength `S`: `exp(-S) Sⁿ / n!`. -/
def phononWeight (S : ℝ) (n : ℕ) : ℝ :=
  Real.exp (-S) * S ^ n / (n.factorial : ℝ)

/-- Probability of at least `N` phonons. -/
def tail (S : ℝ) (N : ℕ) : ℝ := ∑' n, phononWeight S (n + N)

/-- The bound with tilt parameter `t`: `exp(S (t - 1)) / t^N`. -/
def tiltedBound (S : ℝ) (N : ℕ) (t : ℝ) : ℝ := Real.exp (S * (t - 1)) / t ^ N

/-- The cutoff bound `exp(N - S) (S/N)^N`. -/
def cutoffBound (S : ℝ) (N : ℕ) : ℝ := Real.exp (N - S) * (S / N) ^ N
```

**Q.** I see no Hamiltonian. Why is this a polaron?

**A.** The amplitude is postulated. It stands for the ground state of \(\omega b^\dagger b + \lambda b^\dagger + \lambda^* b\), an oscillator of frequency \(\omega > 0\) with annihilation operator \(b\), in units where \(\hbar = 1\), pushed with strength \(\lambda\) by an electron fixed on one site. Completing the square gives \(g = -\lambda/\omega\), and \(S = |g|^2\) is the Huang–Rhys factor. Hopping, further modes, anharmonicity and temperature are absent. The checked link between state and weight is \(|c_n|^2 = e^{-|g|^2}|g|^{2n}/n! = P_{|g|^2}(n)\), where `he` squares the exponential and `hs` the root.

```lean
/-- The squared modulus of the `n`-phonon amplitude is the phonon weight with `S = |g|²`. -/
theorem norm_sq_cloudAmplitude (g : ℂ) (n : ℕ) :
    ‖cloudAmplitude g n‖ ^ 2 = phononWeight (‖g‖ ^ 2) n := by
  have he : ∀ a : ℝ, Real.exp (-a / 2) ^ 2 = Real.exp (-a) := by
    intro a
    rw [sq, ← Real.exp_add]
    congr 1
    ring
  have hs : Real.sqrt (n.factorial : ℝ) ^ 2 = n.factorial := Real.sq_sqrt (Nat.cast_nonneg _)
  simp only [cloudAmplitude, phononWeight, norm_div, norm_mul, norm_pow, Complex.norm_real,
    Real.norm_eq_abs, div_pow, mul_pow, sq_abs]
  rw [he, hs]
  ring
```

**Q.** Derive the bound as I would by hand.

**A.** The exponential series gives, for all real \(S\) and \(t\),
\[ \sum_n P_S(n)\,t^n = e^{-S}\sum_n \frac{(St)^n}{n!} = e^{S(t-1)}. \]
At \(t = 1\) the weights sum to one, so \(\mathrm{tail}(S,N) = 1 - \sum_{n<N} P_S(n)\). Take \(S \ge 0\) and \(t \ge 1\). All terms are non-negative and \(t^N \le t^{n+N}\), so
\[ t^N\,\mathrm{tail}(S,N) \le \sum_{n \ge 0} P_S(n+N)\,t^{n+N} \le e^{S(t-1)}, \]
that is, \(\mathrm{tail} \le T\). For \(S > 0\) choose \(t = N/S\). Then \(S(t-1) = N-S\) and \(t^{-N} = (S/N)^N\), so \(T = B\), and \(t \ge 1\) means \(N \ge S\). For the limit, \(N \ge e^2 S\) gives \(S/N \le e^{-2}\), hence \(0 \le B \le e^{N-S}e^{-2N} = e^{-(S+N)} \to 0\).

**Q.** Lean's `∑'` returns zero for a divergent series. The bound might then be empty.

**A.** The series is shown to converge. `hasSum_generating` is the first display: `hexp` is the series for \(e^{St}\), while `e1` and `e2` factor out \(e^{-S}\). In `tail_eq_one_sub_retained`, `h1` is normalisation, `hasSum_nat_add_iff'` removes the first \(N\) terms, and `HasSum` states that the remainder converges to one minus the retained weight.

```lean
/-- Generating function of the phonon number: `∑ₙ P(n) tⁿ = exp(S (t - 1))`. -/
theorem hasSum_generating (S t : ℝ) :
    HasSum (fun n => phononWeight S n * t ^ n) (Real.exp (S * (t - 1))) := by
  have hexp : HasSum (fun n : ℕ => (S * t) ^ n / (n.factorial : ℝ)) (Real.exp (S * t)) := by
    rw [Real.exp_eq_exp_ℝ]
    exact NormedSpace.expSeries_div_hasSum_exp (S * t)
  have e1 : (fun n => phononWeight S n * t ^ n)
      = fun n : ℕ => Real.exp (-S) * ((S * t) ^ n / (n.factorial : ℝ)) := by
    funext n
    simp only [phononWeight, mul_pow]
    ring
  have e2 : Real.exp (S * (t - 1)) = Real.exp (-S) * Real.exp (S * t) := by
    rw [← Real.exp_add]
    congr 1
    ring
  rw [e1, e2]
  exact hexp.mul_left _

/-- The weights with at least `N` phonons sum to one minus the weight retained below the
cutoff, and this value is the tail probability. -/
theorem tail_eq_one_sub_retained (S : ℝ) (N : ℕ) :
    HasSum (fun n => phononWeight S (n + N)) (1 - ∑ n ∈ range N, phononWeight S n) ∧
      tail S N = 1 - ∑ n ∈ range N, phononWeight S n := by
  -- normalisation is the generating function at t = 1
  have h1 : HasSum (phononWeight S) 1 := by simpa using hasSum_generating S 1
  have h2 := (hasSum_nat_add_iff' N).2 h1
  exact ⟨h2, h2.tsum_eq⟩
```

In `tail_le_tiltedBound`, `hle` is the termwise comparison. Its right side is \(e^{S(t-1)} - \sum_{n<N} P_S(n)t^n\), and `hpos` lets that non-negative sum be discarded. The next lemma substitutes \(t = N/S\).

```lean
/-- For `S ≥ 0` and every tilt `t ≥ 1`, the probability of at least `N` phonons is at most
`exp(S (t - 1)) / t^N`. -/
theorem tail_le_tiltedBound {S t : ℝ} (hS : 0 ≤ S) (ht : 1 ≤ t) (N : ℕ) :
    tail S N ≤ tiltedBound S N t := by
  have ht0 : 0 < t := by linarith
  have hw : ∀ n, 0 ≤ phononWeight S n := fun n => by unfold phononWeight; positivity
  obtain ⟨hsum, htail⟩ := tail_eq_one_sub_retained S N
  have hgen := (hasSum_nat_add_iff' N).2 (hasSum_generating S t)
  -- every discarded term has t^N ≤ t^(n+N)
  have hle := hasSum_le
    (fun n => mul_le_mul_of_nonneg_left (pow_le_pow_right₀ ht (Nat.le_add_left N n)) (hw (n + N)))
    (hsum.mul_right (t ^ N)) hgen
  have hpos : 0 ≤ ∑ n ∈ range N, phononWeight S n * t ^ n :=
    sum_nonneg fun n _ => mul_nonneg (hw n) (pow_nonneg ht0.le n)
  rw [tiltedBound, le_div_iff₀ (pow_pos ht0 N), htail]
  linarith

/-- At the tilt `t = N/S` the tilted bound equals the cutoff bound. -/
theorem tiltedBound_at_optimum {S : ℝ} (hS : 0 < S) (N : ℕ) :
    tiltedBound S N (N / S) = cutoffBound S N := by
  have h : S * ((N : ℝ) / S - 1) = N - S := by field_simp
  rw [tiltedBound, cutoffBound, h, div_eq_mul_inv (Real.exp _), ← inv_pow, inv_div]
```

**Q.** Would another tilt do better?

**A.** Not for \(S > 0\) and \(N > 0\). Put \(u = St/N\) with \(t > 0\). From \(u \le e^{u-1}\) (`hu`) follows \(u^N \le e^{St-N}\) (`hpow`), and multiplying by \(e^{N-S}\) gives \(B\,t^N \le e^{S(t-1)}\). So \(B\) is the smallest value of \(T(S,N,t)\) over positive tilts \(t > 0\), attained at \(t = N/S\), which does not make it a sharp estimate of the tail.

```lean
/-- For `S > 0` and `N > 0` the cutoff bound is at most the tilted bound for every positive
tilt `t`. -/
theorem cutoffBound_le_tiltedBound {S t : ℝ} {N : ℕ} (hS : 0 < S) (hN : 0 < N) (ht : 0 < t) :
    cutoffBound S N ≤ tiltedBound S N t := by
  have hN' : (0 : ℝ) < N := Nat.cast_pos.2 hN
  -- u ≤ exp(u - 1) with u = S t / N
  have hu : S / N * t ≤ Real.exp (S / N * t - 1) := by
    have := Real.add_one_le_exp (S / N * t - 1)
    linarith
  have hpow : (S / N * t) ^ N ≤ Real.exp (S / N * t - 1) ^ N :=
    pow_le_pow_left₀ (by positivity) hu N
  have hexp : (N : ℝ) * (S / N * t - 1) = S * t - N := by field_simp
  rw [← Real.exp_nat_mul, hexp] at hpow
  rw [tiltedBound, cutoffBound, le_div_iff₀ (pow_pos ht N)]
  calc Real.exp (N - S) * (S / N) ^ N * t ^ N
      = Real.exp (N - S) * (S / N * t) ^ N := by rw [mul_pow, mul_assoc]
    _ ≤ Real.exp (N - S) * Real.exp (S * t - N) :=
        mul_le_mul_of_nonneg_left hpow (Real.exp_pos _).le
    _ = Real.exp (S * (t - 1)) := by
        rw [← Real.exp_add]
        congr 1
        ring
```

**Q.** Read me the main theorem.

**A.** For real \(S > 0\), meaning \(g \ne 0\), and natural \(N\) with \(S \le N\), the probability of at least \(N\) phonons is at most \(B(S,N)\). Equality \(N = S\) is allowed and gives \(B = 1\). The proof rewrites \(B\) as \(T\) at \(N/S\) and checks \(1 \le N/S\).

```lean
/-- Phonon cutoff error: for `S > 0` and a cutoff `N ≥ S`, the probability of at least `N`
phonons is at most `exp(N - S) (S/N)^N`. -/
theorem tail_le_cutoffBound {S : ℝ} {N : ℕ} (hS : 0 < S) (hN : S ≤ N) :
    tail S N ≤ cutoffBound S N := by
  rw [← tiltedBound_at_optimum hS]
  refine tail_le_tiltedBound hS.le ?_ N
  rw [le_div_iff₀ hS]
  linarith
```

In the next lemma `hr` is \(S/N \le e^{-2}\) and `hpow` its \(N\)-th power. The limit theorem concerns \(B\) at fixed \(S > 0\): `squeeze_zero'` confines it between \(0\) and \(e^{-(S+N)}\) once \(N \ge e^2 S\).

```lean
/-- Once the cutoff reaches `e² S`, the cutoff bound is at most `exp(-(S + N))`. -/
theorem cutoffBound_le_exp_neg {S : ℝ} {N : ℕ} (hS : 0 < S) (hN : Real.exp 2 * S ≤ N) :
    cutoffBound S N ≤ Real.exp (-(S + N)) := by
  have he : 0 < Real.exp 2 := Real.exp_pos 2
  have hN' : (0 : ℝ) < N := lt_of_lt_of_le (mul_pos he hS) hN
  -- S / N ≤ exp(-2)
  have hr : S / N ≤ Real.exp (-2) := by
    rw [Real.exp_neg, inv_eq_one_div, div_le_div_iff₀ hN' he]
    linarith
  have hpow : (S / N) ^ N ≤ Real.exp (-2) ^ N := pow_le_pow_left₀ (by positivity) hr N
  rw [← Real.exp_nat_mul] at hpow
  calc cutoffBound S N ≤ Real.exp (N - S) * Real.exp (N * (-2)) :=
        mul_le_mul_of_nonneg_left hpow (Real.exp_pos _).le
    _ = Real.exp (-(S + N)) := by
        rw [← Real.exp_add]
        congr 1
        ring

/-- At fixed `S > 0` the cutoff bound tends to zero as the cutoff `N` grows. -/
theorem cutoffBound_tendsto_zero {S : ℝ} (hS : 0 < S) :
    Tendsto (cutoffBound S) atTop (𝓝 0) := by
  have hcast : Tendsto (fun N : ℕ => (N : ℝ)) atTop atTop := tendsto_natCast_atTop_atTop
  have hlim : Tendsto (fun N : ℕ => Real.exp (-(S + N))) atTop (𝓝 0) :=
    Real.tendsto_exp_neg_atTop_nhds_zero.comp (tendsto_atTop_add_const_left atTop S hcast)
  refine squeeze_zero' (Eventually.of_forall fun N => ?_) ?_ hlim
  · unfold cutoffBound
    positivity
  · exact (hcast.eventually_ge_atTop (Real.exp 2 * S)).mono
      fun N hN => cutoffBound_le_exp_neg hS hN
```

**Q.** Is \(N \ge S\) needed, or only convenient?

**A.** The following numbers are elementary evaluations and not theorems of the file. For \(S = 4\), \(N = 1\) the tail is \(1 - e^{-4} \approx 0.98\), whereas \(B = 4e^{-3} \approx 0.20\), so the inequality fails and the condition cannot simply be dropped. It is sufficient, not necessary: for \(S = 1.5\), \(N = 1\) the tail is \(1 - e^{-1.5} \approx 0.78\) and \(B = 1.5\,e^{-0.5} \approx 0.91\), so the inequality still holds. The smallest admissible cutoff is \(N = 1\) with \(0 < S \le 1\), where the theorem reads \(1 - e^{-S} \le S e^{1-S}\). As \(S \to 0\) the left side behaves as \(S\) and the right as \(eS\).

**Q.** Then what does \(B\) mean below \(S\)?

**A.** For \(0 < N \le S\) it bounds the probability of at most \(N\) phonons; `range (N + 1)` includes \(n = N\). Now \(t = N/S \le 1\), so \(t^N \le t^n\) for \(n \le N\), and
\[ t^N \sum_{n \le N} P_S(n) \le \sum_{n \le N} P_S(n)\,t^n \le e^{S(t-1)}. \]
The first step is `pow_le_pow_of_le_one`, the second `sum_le_hasSum`. At \(S = 4\), \(N = 1\) this says \(5e^{-4} \le 4e^{-3}\).

```lean
/-- For a cutoff `0 < N ≤ S`, the probability of at most `N` phonons is at most
`exp(N - S) (S/N)^N`. -/
theorem head_le_cutoffBound {S : ℝ} {N : ℕ} (hN : 0 < N) (hNS : (N : ℝ) ≤ S) :
    ∑ n ∈ range (N + 1), phononWeight S n ≤ cutoffBound S N := by
  have hN' : (0 : ℝ) < N := Nat.cast_pos.2 hN
  have hS : 0 < S := lt_of_lt_of_le hN' hNS
  have hw : ∀ n, 0 ≤ phononWeight S n := fun n => by unfold phononWeight; positivity
  have ht0 : 0 < (N : ℝ) / S := div_pos hN' hS
  have ht1 : (N : ℝ) / S ≤ 1 := by
    rw [div_le_iff₀ hS]
    linarith
  rw [← tiltedBound_at_optimum hS, tiltedBound, le_div_iff₀ (pow_pos ht0 N), sum_mul]
  -- with t = N/S ≤ 1 and n ≤ N one has t^N ≤ t^n
  refine le_trans (sum_le_sum fun n hn => ?_)
    (sum_le_hasSum (range (N + 1)) (fun n _ => mul_nonneg (hw n) (pow_nonneg ht0.le n))
      (hasSum_generating S (N / S)))
  have hn' : n ≤ N := Nat.lt_succ_iff.1 (mem_range.1 hn)
  exact mul_le_mul_of_nonneg_left (pow_le_pow_of_le_one ht0.le ht1 hn') (hw n)

end

end PolaronPhononCutoff
```

```lean
#print axioms PolaronPhononCutoff.cutoffBound_le_tiltedBound
-- 'PolaronPhononCutoff.cutoffBound_le_tiltedBound' depends on axioms: [propext, Classical.choice, Quot.sound]
#print axioms PolaronPhononCutoff.tail_le_cutoffBound
-- 'PolaronPhononCutoff.tail_le_cutoffBound' depends on axioms: [propext, Classical.choice, Quot.sound]
#print axioms PolaronPhononCutoff.cutoffBound_tendsto_zero
-- 'PolaronPhononCutoff.cutoffBound_tendsto_zero' depends on axioms: [propext, Classical.choice, Quot.sound]
#print axioms PolaronPhononCutoff.head_le_cutoffBound
-- 'PolaronPhononCutoff.head_le_cutoffBound' depends on axioms: [propext, Classical.choice, Quot.sound]
```

**Q.** What may I take into a truncated-basis calculation?

**A.** For a single linearly displaced mode in a coherent state, \(B\) bounds the squared norm lost on projecting onto the lowest \(N\) number states when \(N \ge S\). The theorems say nothing about energies, spectra, or the eigenstates of a truncated Hamiltonian, and they do not cover a mobile electron.
